# The first column fixes a unitary Hessenberg reduction with positive subdiagonal

An electron sits in one orbital of a finite cluster, and its one-particle Hamiltonian is to be rewritten as a chain that starts at that orbital. A Lanczos recursion gives one such chain, a sequence of Householder reflections another. Must the two agree? In exact arithmetic they do, provided that both reductions are complete and all hoppings along both chains are strictly positive.

The matrix $A$ need not be Hermitian. Let $Q$ and $V$ be unitary, with the new basis vectors as columns, and let $AQ=QH$ and $AV=VG$. The matrices $H$ and $G$ then represent the same operator in two bases. The entries are real or complex, which `RCLike 𝕜` covers in one stroke, and the dimension is $n+1$, with indices running from $0$ to $n$.

```lean
import Mathlib

open Matrix

namespace ImplicitQ

variable {𝕜 : Type*} [RCLike 𝕜] {n : ℕ}
```

## Hessenberg form and positive hoppings

In upper Hessenberg form $H_{ij}=0$ whenever $i>j+1$: the operator takes basis vector $j$ no further than vector $j+1$. For Hermitian $A$ this makes $H$ tridiagonal, hence a chain.

```lean
/-- Upper Hessenberg form: every entry more than one place below the diagonal vanishes. -/
def IsHessenberg (H : Matrix (Fin (n + 1)) (Fin (n + 1)) 𝕜) : Prop :=
  ∀ i j : Fin (n + 1), (j : ℕ) + 1 < (i : ℕ) → H i j = 0
```

The entry $H_{k+1,k}$ is the amplitude for the step from vector $k$ to vector $k+1$. If none of these entries vanishes, repeated action of $A$ on the first vector explores the whole space. Requiring them to be real and positive also fixes the phase of each new vector relative to the one before. In Lean, `k : Fin n` numbers the steps, while `k.castSucc` and `k.succ` are the indices $k$ and $k+1$ in the larger range.

```lean
/-- Every entry directly below the diagonal is a strictly positive real number. -/
def HasPositiveSubdiagonal (H : Matrix (Fin (n + 1)) (Fin (n + 1)) 𝕜) : Prop :=
  ∀ k : Fin n, ∃ r : ℝ, 0 < r ∧ H k.succ k.castSucc = (r : 𝕜)
```

## The overlap matrix is diagonal

Let $W=Q^\dagger V$ be the matrix of overlaps between the two bases. Since $H=Q^\dagger AQ$ and $QQ^\dagger=1$,
$$HW=Q^\dagger A\,QQ^\dagger V=Q^\dagger AV=Q^\dagger VG=WG .$$

```lean
variable {A Q V H G W : Matrix (Fin (n + 1)) (Fin (n + 1)) 𝕜}

/-- The overlap matrix of two bases intertwines the two representations of the operator `A`. -/
theorem overlap_intertwines (hQ : Qᴴ * Q = 1) (hAQ : A * Q = Q * H) (hAV : A * V = V * G) :
    H * (Qᴴ * V) = (Qᴴ * V) * G := by
  have hQ' : Q * Qᴴ = 1 := mul_eq_one_comm.mp hQ
  have hH : H = Qᴴ * A * Q := by
    rw [Matrix.mul_assoc, hAQ, ← Matrix.mul_assoc, hQ, Matrix.one_mul]
  calc H * (Qᴴ * V) = Qᴴ * A * (Q * Qᴴ) * V := by
        rw [hH]; simp only [Matrix.mul_assoc]
    _ = Qᴴ * (A * V) := by rw [hQ', Matrix.mul_one, Matrix.mul_assoc]
    _ = (Qᴴ * V) * G := by rw [hAV, Matrix.mul_assoc]
```

The matrix $W$ is itself unitary. Suppose that its column $j$ vanishes off the diagonal. Orthonormality with column $l$ then reduces to one term,
$$\delta_{jl}=\sum_i W_{ij}^*W_{il}=W_{jj}^*W_{jl}.$$
For $l=j$ this gives $|W_{jj}|=1$, and for $l\neq j$ it gives $W_{jl}=0$, so row $j$ is diagonal too.

```lean
/-- If column `j` of a unitary matrix is supported on the diagonal, the orthonormality relations of
that column with every column, itself included, reduce to a single product. -/
theorem diagonal_column (hW : Wᴴ * W = 1) {j : Fin (n + 1)} (hj : ∀ i, i ≠ j → W i j = 0)
    (l : Fin (n + 1)) :
    star (W j j) * W j l = (1 : Matrix (Fin (n + 1)) (Fin (n + 1)) 𝕜) j l := by
  have h := congrFun (congrFun hW j) l
  simp only [Matrix.mul_apply, Matrix.conjTranspose_apply] at h
  rw [← h]
  symm
  apply Finset.sum_eq_single j
  · intro i _ hi
    rw [hj i hi, star_zero, zero_mul]
  · intro h'
    exact absurd (Finset.mem_univ _) h'
```

Now suppose that columns $0,\dots,k$ of $W$ are diagonal, and compare the entries $(i,k)$ of $HW=WG$ for $i>k$. On the left only $H_{ik}W_{kk}$ survives. On the right, in $\sum_l W_{il}G_{lk}$, the terms with $l\le k$ vanish because $W_{il}=0$, and those with $l>k+1$ vanish because $G$ is Hessenberg. Hence
$$H_{ik}W_{kk}=W_{i,k+1}G_{k+1,k}\qquad(i>k).$$
The two calls of `Finset.sum_eq_single` in the proof isolate these surviving terms.

```lean
/-- If `W` intertwines `H` with a Hessenberg matrix `G` and its columns up to `k` are diagonal,
then below row `k` the next column of `W` is tied to column `k` of `H`. -/
theorem subdiagonal_step (hG : IsHessenberg G) (hHW : H * W = W * G) (k : Fin n)
    (hW : ∀ j, j ≤ k.castSucc → ∀ i, i ≠ j → W i j = 0) (i : Fin (n + 1))
    (hi : (k : ℕ) < (i : ℕ)) :
    H i k.castSucc * W k.castSucc k.castSucc = W i k.succ * G k.succ k.castSucc := by
  have h := congrFun (congrFun hHW i) k.castSucc
  rw [Matrix.mul_apply, Matrix.mul_apply] at h
  have hl : ∑ l, H i l * W l k.castSucc = H i k.castSucc * W k.castSucc k.castSucc :=
    Finset.sum_eq_single _ (fun l _ hl => by rw [hW _ le_rfl l hl, mul_zero])
      (fun h' => absurd (Finset.mem_univ _) h')
  have hr : ∑ l, W i l * G l k.castSucc = W i k.succ * G k.succ k.castSucc := by
    refine Finset.sum_eq_single _ (fun l _ hl => ?_) (fun h' => absurd (Finset.mem_univ _) h')
    rcases le_or_gt l k.castSucc with h1 | h1
    · have h2 : (l : ℕ) ≤ (k : ℕ) := h1
      have h3 : i ≠ l := by
        rintro rfl
        omega
      rw [hW l h1 i h3, zero_mul]
    · have h2 : (l : ℕ) ≠ (k : ℕ) + 1 := fun h' => hl (Fin.ext h')
      have h3 : (k : ℕ) < (l : ℕ) := h1
      have h4 : (k : ℕ) + 1 < (l : ℕ) := by omega
      rw [hG l k.castSucc h4, mul_zero]
  rw [← hl, ← hr, h]
```

Suppose also that $H$ has no zero on its subdiagonal. Induction on the columns then shows that $W$ is diagonal if its first column is. For column $k+1$ there are two cases.

- Above the diagonal, $i\le k$, row $i$ is already diagonal by orthonormality, so $W_{i,k+1}=0$.
- Below the diagonal, first put $i=k+1$ in the relation just found. Its left side $H_{k+1,k}W_{kk}$ is nonzero, so $G_{k+1,k}\neq0$. For $i>k+1$ the left side vanishes because $H$ is Hessenberg, which leaves $W_{i,k+1}=0$.

The subdiagonal of $G$ therefore needs no assumption of its own.

The proof turns on `Fin.induction`. Its step assumes the claim at `k.castSucc` and asks for it at `k.succ`, with `k : Fin n`. These are the two indices of the subdiagonal entry `H k.succ k.castSucc`, so each induction step comes with the one entry of $H$ that it needs to be nonzero. The claim being carried is that all columns `j ≤ k` are diagonal. A claim about column $k$ alone would be too weak, since both cases also use the earlier columns.

```lean
/-- A unitary intertwiner of two Hessenberg matrices, the first without zeros on its subdiagonal,
is diagonal as soon as its first column is. -/
theorem overlap_diagonal (hH : IsHessenberg H) (hG : IsHessenberg G)
    (hu : ∀ k : Fin n, H k.succ k.castSucc ≠ 0) (hW : Wᴴ * W = 1) (hHW : H * W = W * G)
    (h0 : ∀ i, i ≠ 0 → W i 0 = 0) (k : Fin (n + 1)) :
    ∀ j, j ≤ k → ∀ i, i ≠ j → W i j = 0 := by
  induction k using Fin.induction with
  | zero =>
    intro j hj i hi
    obtain rfl : j = 0 := le_antisymm hj (Fin.zero_le j)
    exact h0 i hi
  | succ k ih =>
    intro j hj i hi
    rcases lt_or_eq_of_le hj with h | h
    · exact ih j (Nat.le_of_lt_succ h) i hi
    subst h
    rcases lt_or_gt_of_ne hi with h | h
    · -- above the diagonal: orthogonality to the earlier columns
      have hc := ih i (Nat.le_of_lt_succ h)
      have h1 := diagonal_column hW hc k.succ
      have h2 := diagonal_column hW hc i
      rw [Matrix.one_apply_ne hi] at h1
      rw [Matrix.one_apply_eq] at h2
      exact (mul_eq_zero.mp h1).resolve_left (left_ne_zero_of_mul_eq_one h2)
    · -- below the diagonal: the Hessenberg relation
      have h2 := diagonal_column hW (ih k.castSucc le_rfl) k.castSucc
      rw [Matrix.one_apply_eq] at h2
      have hd := right_ne_zero_of_mul_eq_one h2
      have s1 := subdiagonal_step hG hHW k ih k.succ (by simp)
      have hg : G k.succ k.castSucc ≠ 0 := by
        intro hg
        rw [hg, mul_zero] at s1
        exact mul_ne_zero (hu k) hd s1
      have h' : (k : ℕ) + 1 < (i : ℕ) := h
      have s2 := subdiagonal_step hG hHW k ih i (by omega)
      rw [hH i k.castSucc h', zero_mul] at s2
      exact (mul_eq_zero.mp s2.symm).resolve_right hg
```

## What remains is a choice of phases

Let $H$ have no zero on its subdiagonal, and let the first columns agree up to a factor, $V_{i0}=Q_{i0}\,c$. Then $W_{i0}=\delta_{i0}\,c$, the induction applies, and $W=D$ is diagonal with entries $d_j$, where $|d_j|=1$ and $d_0=c$. It follows that
$$V=QW=QD,\qquad G=W^\dagger HW=D^\dagger HD .$$
In the code `diagonal (star d)` is $D^\dagger$.

```lean
/-- Two unitary Hessenberg reductions of `A` whose first columns agree up to a factor `c` differ
only by a diagonal matrix of phases, if one of them has no zero on its subdiagonal. -/
theorem implicit_Q_phases (hQ : Qᴴ * Q = 1) (hV : Vᴴ * V = 1)
    (hAQ : A * Q = Q * H) (hAV : A * V = V * G) (hH : IsHessenberg H) (hG : IsHessenberg G)
    (hu : ∀ k : Fin n, H k.succ k.castSucc ≠ 0) (c : 𝕜) (hc : ∀ i, V i 0 = Q i 0 * c) :
    ∃ d : Fin (n + 1) → 𝕜, d 0 = c ∧ (∀ j, ‖d j‖ = 1) ∧ V = Q * diagonal d ∧
      G = diagonal (star d) * H * diagonal d := by
  have hQ' : Q * Qᴴ = 1 := mul_eq_one_comm.mp hQ
  have hHW := overlap_intertwines hQ hAQ hAV
  have hcol : ∀ i, (Qᴴ * V) i 0 = (1 : Matrix (Fin (n + 1)) (Fin (n + 1)) 𝕜) i 0 * c := by
    intro i
    rw [← hQ, Matrix.mul_apply, Matrix.mul_apply, Finset.sum_mul]
    refine Finset.sum_congr rfl (fun l _ => ?_)
    rw [hc, mul_assoc]
  have hWW : (Qᴴ * V)ᴴ * (Qᴴ * V) = 1 := by
    rw [Matrix.conjTranspose_mul, Matrix.conjTranspose_conjTranspose, Matrix.mul_assoc,
      ← Matrix.mul_assoc Q, hQ', Matrix.one_mul, hV]
  have hVW : V = Q * (Qᴴ * V) := by rw [← Matrix.mul_assoc, hQ', Matrix.one_mul]
  obtain ⟨W, hW⟩ : ∃ W, W = Qᴴ * V := ⟨_, rfl⟩
  rw [← hW] at hHW hWW hVW
  have hoff : ∀ j i, i ≠ j → W i j = 0 := fun j =>
    overlap_diagonal hH hG hu hWW hHW
      (fun i hi => by rw [hW, hcol, Matrix.one_apply_ne hi, zero_mul]) j j le_rfl
  have hWd : W = diagonal (fun j => W j j) := by
    ext i j
    by_cases h : i = j
    · subst h
      rw [Matrix.diagonal_apply_eq]
    · rw [hoff j i h, Matrix.diagonal_apply_ne _ h]
  refine ⟨fun j => W j j, ?_, fun j => ?_, ?_, ?_⟩
  · change W 0 0 = c
    rw [hW, hcol, Matrix.one_apply_eq, one_mul]
  · have h := diagonal_column hWW (hoff j) j
    rw [Matrix.one_apply_eq] at h
    have h1 := congrArg norm h
    rw [norm_mul, norm_star, norm_one] at h1
    refine (mul_self_eq_one_iff.mp h1).resolve_right (fun h2 => ?_)
    linarith [norm_nonneg (W j j)]
  · rw [← hWd]
    exact hVW
  · rw [← Matrix.diagonal_conjTranspose, ← hWd, Matrix.mul_assoc, hHW, ← Matrix.mul_assoc,
      hWW, Matrix.one_mul]
```

With equal first columns $c=1$, so $d_0=1$. If $d_k=1$, the subdiagonal entry of $G=D^\dagger HD$ reads
$$G_{k+1,k}=d_{k+1}^*H_{k+1,k}.$$
Taking moduli shows that the two positive numbers are equal, so $d_{k+1}=1$. All phases are therefore $1$, which means $Q=V$ and $H=G$.

```lean
/-- Implicit Q theorem, case of unbroken reductions: two unitary Hessenberg reductions of `A` with
the same first column and strictly positive subdiagonals are identical. -/
theorem implicit_Q (hQ : Qᴴ * Q = 1) (hV : Vᴴ * V = 1)
    (hAQ : A * Q = Q * H) (hAV : A * V = V * G) (hH : IsHessenberg H) (hG : IsHessenberg G)
    (hpH : HasPositiveSubdiagonal H) (hpG : HasPositiveSubdiagonal G)
    (h0 : ∀ i, Q i 0 = V i 0) : Q = V ∧ H = G := by
  have hu : ∀ k : Fin n, H k.succ k.castSucc ≠ 0 := by
    intro k
    obtain ⟨r, hr, h⟩ := hpH k
    rw [h]
    exact RCLike.ofReal_ne_zero.mpr hr.ne'
  obtain ⟨d, hd0, hn, hVd, hGd⟩ := implicit_Q_phases hQ hV hAQ hAV hH hG hu 1
    (fun i => by rw [mul_one, h0])
  -- positivity carries the phase 1 from each column to the next
  have hd : ∀ j, d j = 1 := by
    intro j
    induction j using Fin.induction with
    | zero => exact hd0
    | succ k ih =>
      obtain ⟨r, hr, hr'⟩ := hpH k
      obtain ⟨s, hs, hs'⟩ := hpG k
      have h := congrFun (congrFun hGd k.succ) k.castSucc
      rw [Matrix.mul_diagonal, Matrix.diagonal_mul, Pi.star_apply, ih, mul_one, hs', hr'] at h
      have h1 := congrArg norm h
      rw [norm_mul, norm_star, hn, one_mul, RCLike.norm_ofReal, RCLike.norm_ofReal,
        abs_of_pos hs, abs_of_pos hr] at h1
      rw [h1] at h
      have hr0 : (r : 𝕜) ≠ 0 := RCLike.ofReal_ne_zero.mpr hr.ne'
      have h2 : star (d k.succ) = 1 :=
        mul_right_cancel₀ hr0 (by rw [one_mul]; exact h.symm)
      rw [← star_star (d k.succ), h2, star_one]
  have hD : diagonal d = 1 := by
    rw [show d = fun _ => 1 from funext hd, Matrix.diagonal_one]
  have hDs : diagonal (star d) = 1 := by
    rw [← Matrix.diagonal_conjTranspose, hD, Matrix.conjTranspose_one]
  constructor
  · rw [hVd, hD, Matrix.mul_one]
  · rw [hGd, hD, hDs, Matrix.mul_one, Matrix.one_mul]
```

For real matrices the adjoint becomes the transpose, and positivity is the ordinary order on the reals.

```lean
/-- Real case of `implicit_Q`: two orthogonal Hessenberg reductions of a real matrix `A` with the
same first column and strictly positive subdiagonals are identical. -/
theorem implicit_Q_real {A Q V H G : Matrix (Fin (n + 1)) (Fin (n + 1)) ℝ}
    (hQ : Qᵀ * Q = 1) (hV : Vᵀ * V = 1) (hAQ : A * Q = Q * H) (hAV : A * V = V * G)
    (hH : IsHessenberg H) (hG : IsHessenberg G)
    (hpH : ∀ k : Fin n, 0 < H k.succ k.castSucc) (hpG : ∀ k : Fin n, 0 < G k.succ k.castSucc)
    (h0 : ∀ i, Q i 0 = V i 0) : Q = V ∧ H = G :=
  implicit_Q (by rw [Matrix.conjTranspose_eq_transpose_of_trivial]; exact hQ)
    (by rw [Matrix.conjTranspose_eq_transpose_of_trivial]; exact hV) hAQ hAV hH hG
    (fun k => ⟨_, hpH k, by simp⟩) (fun k => ⟨_, hpG k, by simp⟩) h0
```

For complete reductions in exact arithmetic without a zero on the subdiagonal, uniqueness up to phases is what lets an implicitly shifted QR step replace the explicit one: once the first columns agree, the two results differ at most by phases. Rounding errors and Lanczos runs stopped early are not treated, and the existence of a reduction is assumed.

Conversely, every choice of phases is allowed. Replacing $Q$ by $QD$ keeps it unitary and turns $H$ into $D^\dagger HD$, whose entries $d_i^*H_{ij}d_j$ vanish wherever those of $H$ do.

```lean
/-- Conversely, multiplying the columns of `Q` by arbitrary phases gives another unitary
Hessenberg reduction of `A`. -/
theorem rephased_reduction (hQ : Qᴴ * Q = 1) (hAQ : A * Q = Q * H) (hH : IsHessenberg H)
    (d : Fin (n + 1) → 𝕜) (hd : ∀ j, ‖d j‖ = 1) :
    (Q * diagonal d)ᴴ * (Q * diagonal d) = 1 ∧
    A * (Q * diagonal d) = (Q * diagonal d) * (diagonal (star d) * H * diagonal d) ∧
    IsHessenberg (diagonal (star d) * H * diagonal d) := by
  have hD : diagonal (star d) * diagonal d = 1 := by
    rw [Matrix.diagonal_mul_diagonal, ← Matrix.diagonal_one]
    congr 1
    funext j
    rw [Pi.star_apply, RCLike.star_def, RCLike.conj_mul, hd]
    simp
  have hD' : diagonal d * diagonal (star d) = 1 := mul_eq_one_comm.mp hD
  refine ⟨?_, ?_, fun i j h => ?_⟩
  · rw [Matrix.conjTranspose_mul, Matrix.diagonal_conjTranspose, Matrix.mul_assoc,
      ← Matrix.mul_assoc Qᴴ, hQ, Matrix.one_mul, hD]
  · calc A * (Q * diagonal d) = Q * (diagonal d * diagonal (star d)) * H * diagonal d := by
          rw [hD', Matrix.mul_one, ← Matrix.mul_assoc, hAQ]
      _ = _ := by simp only [Matrix.mul_assoc]
  · rw [Matrix.mul_diagonal, Matrix.diagonal_mul, hH i j h, mul_zero, zero_mul]
```

## A three-site chain, and a chain that breaks

For a concrete case, take a rotation that leaves the first axis alone.

```lean
/-- A rotation of three-dimensional space that fixes the first axis. -/
noncomputable def rotation : Matrix (Fin 3) (Fin 3) ℝ :=
  !![1, 0, 0; 0, 3/5, -4/5; 0, 4/5, 3/5]
```

The target is a chain of three sites with on-site energy $2$ and hopping $1$.

```lean
/-- A tridiagonal matrix with diagonal entries 2 and off-diagonal entries 1. -/
def chain : Matrix (Fin 3) (Fin 3) ℝ := !![2, 1, 0; 1, 2, 1; 0, 1, 2]
```

The rotation carries a full symmetric matrix to this chain, and the theorem checks orthogonality, the reduction, the Hessenberg form and the positive subdiagonal.

```lean
/-- The rotation brings a full symmetric matrix to the tridiagonal matrix `chain`, which is
Hessenberg with strictly positive subdiagonal. -/
theorem implicit_Q_witness :
    rotationᵀ * rotation = 1 ∧
    !![2, 3/5, 4/5; 3/5, 26/25, -7/25; 4/5, -7/25, 74/25] * rotation = rotation * chain ∧
    IsHessenberg chain ∧ ∀ k : Fin 2, 0 < chain k.succ k.castSucc := by
  refine ⟨?_, ?_, ?_, ?_⟩
  · ext i j
    fin_cases i <;> fin_cases j <;>
      norm_num [rotation, Matrix.mul_apply, Fin.sum_univ_succ]
  · ext i j
    fin_cases i <;> fin_cases j <;>
      norm_num [rotation, chain, Matrix.mul_apply, Fin.sum_univ_succ]
  · intro i j h
    -- only the bottom left corner lies outside the Hessenberg pattern
    have hlt := i.isLt
    have hi : i = 2 := by
      apply Fin.ext
      change (i : ℕ) = 2
      omega
    have hj : j = 0 := by
      apply Fin.ext
      change (j : ℕ) = 0
      omega
    rw [hi, hj]
    rfl
  · intro k
    fin_cases k <;> simp [chain]
```

If the hoppings vanish, uniqueness can fail. For $\mathrm{diag}(2,1,1)$ the first basis vector is an eigenvector, so the chain breaks at once, and any rotation within the degenerate plane leaves the matrix unchanged. The identity and the rotation above share their first column, yet no diagonal matrix relates them. The usual textbook form of the implicit Q theorem still compares the columns up to such a break; the uniqueness theorems here require a subdiagonal without zeros throughout.

```lean
/-- With zeros on the subdiagonal uniqueness up to phases can fail: the identity and the rotation
share their first column and both reduce diag(2, 1, 1) to itself, yet they do not differ by a
diagonal matrix. -/
theorem zero_subdiagonal_counterexample :
    rotationᵀ * rotation = 1 ∧ (∀ i, rotation i 0 = (1 : Matrix (Fin 3) (Fin 3) ℝ) i 0) ∧
    diagonal ![2, 1, 1] * rotation = rotation * diagonal ![2, 1, 1] ∧
    ¬ ∃ d : Fin 3 → ℝ, rotation = 1 * diagonal d := by
  refine ⟨implicit_Q_witness.1, ?_, ?_, ?_⟩
  · intro i
    rw [Matrix.one_apply]
    fin_cases i <;> simp [rotation]
  · ext i j
    rw [Matrix.diagonal_mul, Matrix.mul_diagonal]
    fin_cases i <;> fin_cases j <;> simp [rotation]
  · rintro ⟨d, h⟩
    rw [Matrix.one_mul] at h
    have h1 := congrFun (congrFun h 2) 1
    rw [Matrix.diagonal_apply_ne _ (by decide)] at h1
    have h2 : rotation 2 1 = 4/5 := rfl
    rw [h2] at h1
    norm_num at h1

end ImplicitQ
```

```lean
#print axioms ImplicitQ.implicit_Q
#print axioms ImplicitQ.implicit_Q_real
#print axioms ImplicitQ.rephased_reduction
#print axioms ImplicitQ.zero_subdiagonal_counterexample
```

```
'ImplicitQ.implicit_Q' depends on axioms: [propext, Classical.choice, Quot.sound]
'ImplicitQ.implicit_Q_real' depends on axioms: [propext, Classical.choice, Quot.sound]
'ImplicitQ.rephased_reduction' depends on axioms: [propext, Classical.choice, Quot.sound]
'ImplicitQ.zero_subdiagonal_counterexample' depends on axioms: [propext, Classical.choice, Quot.sound]
```
